# Nonpositive pair and higher increments make the cluster energy submodular, but not conversely

The energy is modelled as an arbitrary real function $E$ on finite sets of fragments, so that a cluster is specified only by which fragments it contains. The many-body increments are computed from $E$ by recursion, and the question is what their signs say about the energies of overlapping clusters.

In Lean 4 with Mathlib:

```lean
import Mathlib

open Finset

namespace CooperativeIncrements

variable {ι : Type*} [DecidableEq ι]

/-- The many-body increment of a cluster `U`: its energy minus the increments of all its
proper subclusters. -/
noncomputable def increment (E : Finset ι → ℝ) (U : Finset ι) : ℝ :=
  E U - ∑ T ∈ U.ssubsets.attach, increment E T.1
termination_by U.card
decreasing_by exact Finset.card_lt_card (Finset.mem_ssubsets.mp T.2)

/-- Cooperative binding: the energies of the union and the overlap of two clusters add up to
at most the sum of the energies of the two clusters. -/
def Cooperative (E : Finset ι → ℝ) : Prop :=
  ∀ S T, E (S ∪ T) + E (S ∩ T) ≤ E S + E T

/-- The subclusters of `S ∪ T` that lie neither inside `S` nor inside `T`. -/
def crossing (S T : Finset ι) : Finset (Finset ι) :=
  (S ∪ T).powerset.filter (fun U => ¬ (U ⊆ S ∨ U ⊆ T))

/-- The many-body expansion: the energy of a cluster is the sum of the increments of all its
subclusters. -/
theorem energy_eq_sum_increment (E : Finset ι → ℝ) (S : Finset ι) :
    E S = ∑ U ∈ S.powerset, increment E U := by
  have h : increment E S = E S - ∑ T ∈ S.ssubsets, increment E T := by
    conv_lhs => rw [increment]
    rw [Finset.sum_attach S.ssubsets (fun T => increment E T)]
  -- separate the full cluster from its proper subclusters
  have h2 : increment E S + ∑ T ∈ S.ssubsets, increment E T
      = ∑ U ∈ S.powerset, increment E U :=
    Finset.add_sum_erase S.powerset (increment E) (Finset.mem_powerset_self S)
  linarith

/-- If the energy of every cluster is the sum of terms `d U` over its subclusters, then these
terms are the many-body increments. -/
theorem increment_unique (E d : Finset ι → ℝ)
    (h : ∀ S, E S = ∑ U ∈ S.powerset, d U) (U : Finset ι) : increment E U = d U := by
  induction U using Finset.strongInduction with
  | H U ih =>
    have h1 : increment E U + ∑ T ∈ U.ssubsets, increment E T
        = ∑ T ∈ U.powerset, increment E T :=
      Finset.add_sum_erase U.powerset (increment E) (Finset.mem_powerset_self U)
    have h2 : d U + ∑ T ∈ U.ssubsets, d T = ∑ T ∈ U.powerset, d T :=
      Finset.add_sum_erase U.powerset d (Finset.mem_powerset_self U)
    -- the increments of all proper subclusters agree already
    have h3 : ∑ T ∈ U.ssubsets, increment E T = ∑ T ∈ U.ssubsets, d T :=
      Finset.sum_congr rfl (fun T hT => ih T (Finset.mem_ssubsets.mp hT))
    have h4 := energy_eq_sum_increment E U
    have h5 := h U
    linarith

/-- A subcluster that crosses between `S` and `T` has at least two fragments. -/
theorem two_le_card_of_mem_crossing {S T U : Finset ι} (hU : U ∈ crossing S T) :
    2 ≤ U.card := by
  obtain ⟨hsub, hn⟩ := Finset.mem_filter.mp hU
  rw [not_or] at hn
  obtain ⟨a, ha, haS⟩ := Finset.not_subset.mp hn.1
  obtain ⟨b, hb, hbT⟩ := Finset.not_subset.mp hn.2
  have hab : a ≠ b := by
    intro hab
    rcases Finset.mem_union.mp (Finset.mem_powerset.mp hsub ha) with h | h
    · exact haS h
    · exact hbT (hab ▸ h)
  exact Finset.one_lt_card.mpr ⟨a, ha, b, hb, hab⟩

/-- The energies of the union and the overlap of two clusters differ from those of the two
clusters by exactly the sum of the crossing increments. -/
theorem energy_union_add_inter (E : Finset ι → ℝ) (S T : Finset ι) :
    E (S ∪ T) + E (S ∩ T) = E S + E T + ∑ U ∈ crossing S T, increment E U := by
  have hin : (S ∪ T).powerset.filter (fun U => U ⊆ S ∨ U ⊆ T)
      = S.powerset ∪ T.powerset := by
    ext U
    simp only [Finset.mem_filter, Finset.mem_powerset, Finset.mem_union]
    constructor
    · exact fun h => h.2
    · intro h
      refine ⟨?_, h⟩
      rcases h with h | h
      · exact h.trans Finset.subset_union_left
      · exact h.trans Finset.subset_union_right
  have hcap : (S ∩ T).powerset = S.powerset ∩ T.powerset := by
    ext U
    simp only [Finset.mem_powerset, Finset.mem_inter, Finset.subset_inter_iff]
  -- split the subclusters of the union into non-crossing and crossing ones
  have h1 := Finset.sum_filter_add_sum_filter_not (S ∪ T).powerset
    (fun U => U ⊆ S ∨ U ⊆ T) (increment E)
  rw [hin] at h1
  have h2 := Finset.sum_union_inter (s₁ := S.powerset) (s₂ := T.powerset)
    (f := increment E)
  rw [energy_eq_sum_increment E (S ∪ T), energy_eq_sum_increment E (S ∩ T),
    energy_eq_sum_increment E S, energy_eq_sum_increment E T, hcap]
  unfold crossing
  linarith

/-- If all increments of two or more fragments are nonpositive, binding is cooperative. -/
theorem cooperative_of_increment_nonpos (E : Finset ι → ℝ)
    (hD : ∀ U : Finset ι, 2 ≤ U.card → increment E U ≤ 0) : Cooperative E := by
  intro S T
  have h : ∑ U ∈ crossing S T, increment E U ≤ 0 :=
    Finset.sum_nonpos (fun U hU => hD U (two_le_card_of_mem_crossing hU))
  linarith [energy_union_add_inter E S T]

/-- With nonpositive increments of two or more fragments, the cooperativity inequality for
`S` and `T` is an equality exactly when every crossing increment vanishes. -/
theorem cooperative_eq_iff (E : Finset ι → ℝ)
    (hD : ∀ U : Finset ι, 2 ≤ U.card → increment E U ≤ 0) (S T : Finset ι) :
    E (S ∪ T) + E (S ∩ T) = E S + E T ↔ ∀ U ∈ crossing S T, increment E U = 0 := by
  rw [← Finset.sum_eq_zero_iff_of_nonpos
    (fun U hU => hD U (two_le_card_of_mem_crossing hU)), energy_union_add_inter E S T]
  constructor <;> intro h <;> linarith

/-- With nonpositive increments of two or more fragments, the energy change on attaching a new
fragment to a cluster is at most the change on attaching it to a smaller part of the cluster. -/
theorem attachment_energy_antitone (E : Finset ι → ℝ)
    (hD : ∀ U : Finset ι, 2 ≤ U.card → increment E U ≤ 0)
    {S T : Finset ι} (hST : S ⊆ T) {i : ι} (hi : i ∉ T) :
    E (insert i T) - E T ≤ E (insert i S) - E S := by
  have h := cooperative_of_increment_nonpos E hD (insert i S) T
  rw [Finset.insert_union, Finset.union_eq_right.mpr hST,
    Finset.insert_inter_of_notMem hi, Finset.inter_eq_left.mpr hST] at h
  linarith

/-- Cooperative binding forces every pair increment to be nonpositive. -/
theorem pair_increment_nonpos (E : Finset ι → ℝ) (hE : Cooperative E) {i j : ι}
    (hij : i ≠ j) : increment E {i, j} ≤ 0 := by
  -- the pair itself is the only subcluster crossing between its two fragments
  have hc : crossing {i} {j} = {({i} ∪ {j} : Finset ι)} := by
    ext U
    rw [Finset.mem_singleton]
    constructor
    · intro hU
      have h2 := two_le_card_of_mem_crossing hU
      have h3 := Finset.card_union_le ({i} : Finset ι) {j}
      rw [Finset.card_singleton, Finset.card_singleton] at h3
      exact Finset.eq_of_subset_of_card_le
        (Finset.mem_powerset.mp (Finset.mem_filter.mp hU).1) (by omega)
    · rintro rfl
      refine Finset.mem_filter.mpr ⟨Finset.mem_powerset_self _, ?_⟩
      rintro (h | h)
      · have hj : j ∈ ({i} : Finset ι) := h (by simp)
        exact hij (Finset.mem_singleton.mp hj).symm
      · have hi : i ∈ ({j} : Finset ι) := h (by simp)
        exact hij (Finset.mem_singleton.mp hi)
  have h := energy_union_add_inter E {i} {j}
  rw [hc, Finset.sum_singleton] at h
  rw [Finset.insert_eq]
  linarith [hE {i} {j}]

/-- Energies of a model trimer: `-1` for each pair, `-2` for the full trimer, and `0` for
single fragments and the empty cluster. -/
def trimerEnergy (S : Finset (Fin 3)) : ℤ :=
  if S.card = 2 then -1 else if S.card = 3 then -2 else 0

/-- A table on the subclusters of the trimer: `-1` for pairs, `+1` for the triple, and `0`
otherwise. -/
def trimerIncrement (U : Finset (Fin 3)) : ℤ :=
  if U.card = 2 then -1 else if U.card = 3 then 1 else 0

/-- The model trimer binds cooperatively, although its pair increments are `-1` and its triple
increment is `+1`. -/
theorem trimer_cooperative_with_positive_triple :
    Cooperative (fun S => (trimerEnergy S : ℝ)) ∧
    (∀ U : Finset (Fin 3), U.card = 2 →
      increment (fun S => (trimerEnergy S : ℝ)) U = -1) ∧
    increment (fun S => (trimerEnergy S : ℝ)) Finset.univ = 1 := by
  have hsum : ∀ S, trimerEnergy S = ∑ U ∈ S.powerset, trimerIncrement U := by
    decide +kernel
  have hcoop : ∀ S T, trimerEnergy (S ∪ T) + trimerEnergy (S ∩ T)
      ≤ trimerEnergy S + trimerEnergy T := by
    decide +kernel
  have key : ∀ U, increment (fun S => (trimerEnergy S : ℝ)) U = (trimerIncrement U : ℝ) :=
    increment_unique _ (fun U => (trimerIncrement U : ℝ))
      (fun S => by exact_mod_cast hsum S)
  have hreal : ∀ S T, (trimerEnergy (S ∪ T) : ℝ) + (trimerEnergy (S ∩ T) : ℝ)
      ≤ (trimerEnergy S : ℝ) + (trimerEnergy T : ℝ) :=
    fun S T => by exact_mod_cast hcoop S T
  refine ⟨fun S T => hreal S T, fun U hU => ?_, ?_⟩
  · have h : trimerIncrement U = -1 := if_pos hU
    rw [key, h]
    norm_num
  · have h : trimerIncrement Finset.univ = 1 := by decide +kernel
    rw [key, h]
    norm_num

end CooperativeIncrements
```

```lean
#print axioms CooperativeIncrements.cooperative_eq_iff
#print axioms CooperativeIncrements.attachment_energy_antitone
#print axioms CooperativeIncrements.pair_increment_nonpos
#print axioms CooperativeIncrements.trimer_cooperative_with_positive_triple
```

```
'CooperativeIncrements.cooperative_eq_iff' depends on axioms: [propext, Classical.choice, Quot.sound]
'CooperativeIncrements.attachment_energy_antitone' depends on axioms: [propext, Classical.choice, Quot.sound]
'CooperativeIncrements.pair_increment_nonpos' depends on axioms: [propext, Classical.choice, Quot.sound]
'CooperativeIncrements.trimer_cooperative_with_positive_triple' depends on axioms: [propext, Classical.choice, Quot.sound]
```

## Clusters, increments and the inequality

The type `ι` labels the fragments and may be infinite; a cluster is a `Finset ι`, hence always finite. The function `increment E` is the many-body increment $D$, defined by

$$D(U) = E(U) - \sum_{V \subsetneq U} D(V).$$

The empty cluster takes part in this sum, so $D(\varnothing)=E(\varnothing)$ and $D(\{i\})=E(\{i\})-E(\varnothing)$. With the usual convention $E(\varnothing)=0$, these are zero and the energy of the isolated fragment, but the theorems don't need that convention.

`Cooperative E` says that, for all clusters $S$ and $T$,

$$E(S\cup T)+E(S\cap T)\le E(S)+E(T).$$

The main theorem, `cooperative_of_increment_nonpos`, derives this from the hypothesis `hD`: $D(U)\le 0$ whenever $U$ has at least two fragments. Physically, `hD` says that every pair attracts or is neutral, and that no triple or larger group adds a repulsive correction. This is assumed, not derived from a Hamiltonian, and real clusters can violate it.

The word "cooperative" needs care. In chemistry it often means that the three-body terms are stabilising. Here it names only the inequality above, known as submodularity of the set function $E$. Purely pairwise attraction already satisfies it, and so does the model trimer of the last section, whose three-body term is destabilising.

For a fragment model with one fixed energy per cluster, the inequality, where it holds, bounds the energy of a union from above by $E(S)+E(T)-E(S\cap T)$, which involves only smaller clusters when neither of $S$ and $T$ contains the other. If the energy is defined by an expansion truncated at pairs, all higher increments vanish and only the pair signs need checking.

## Only crossing subclusters matter

Moving the sum in the recursion to the other side gives the many-body expansion

$$E(S)=\sum_{U\subseteq S}D(U).$$

This is `energy_eq_sum_increment`, whose proof unfolds the recursion once and separates the full cluster from its proper subclusters.

Now sort the subclusters of $S\cup T$. Some lie inside $S$ or inside $T$; the others form the set $C(S,T)$, called `crossing S T` in the code. Adding the increments inside $S$ to those inside $T$ counts twice exactly the subclusters that lie in both, which are the subclusters of $S\cap T$. Therefore

$$E(S\cup T)=E(S)+E(T)-E(S\cap T)+\sum_{U\in C(S,T)}D(U),$$

which rearranges to the exact identity

$$E(S\cup T)+E(S\cap T)=E(S)+E(T)+\sum_{U\in C(S,T)}D(U).$$

In `energy_union_add_inter`, `Finset.sum_filter_add_sum_filter_not` performs the sorting, `Finset.sum_union_inter` handles the double counting, and `linarith` combines the resulting equations.

A crossing subcluster $U$ contains a fragment $a\notin S$ and a fragment $b\notin T$. Since $a\in S\cup T$, it must lie in $T$, so $a\ne b$ and $U$ has at least two fragments. This is `two_le_card_of_mem_crossing`. Under `hD`, every term in the last sum is then nonpositive, and the main theorem follows.

The same sum settles the case of equality. Nonpositive numbers add up to zero only if each is zero, so under `hD` equality holds exactly when every crossing increment vanishes (`cooperative_eq_iff`).

## Attaching a fragment to a larger cluster

Let $S\subseteq T$ and $i\notin T$. Apply the inequality to $S\cup\{i\}$ and $T$: their union is $T\cup\{i\}$ and their intersection is $S$. Rearranging gives

$$E(T\cup\{i\})-E(T)\le E(S\cup\{i\})-E(S).$$

Under `hD`, the energy change on attaching a fragment to a cluster is thus at most the change on attaching it to a part of that cluster. The proof of `attachment_energy_antitone` rewrites the union and intersection in this way and rearranges with `linarith`.

Reversing all signs gives a neighbouring result by the same argument: if every increment of two or more fragments is nonnegative, the crossing sum is nonnegative and $E(S\cup T)+E(S\cap T)\ge E(S)+E(T)$.

## The converse holds for pairs and fails for triples

For distinct fragments $i$ and $j$, the only subcluster crossing between $\{i\}$ and $\{j\}$ is the pair itself. The identity becomes

$$E(\{i,j\})+E(\varnothing)=E(\{i\})+E(\{j\})+D(\{i,j\}),$$

so cooperativity forces $D(\{i,j\})\le 0$. In `pair_increment_nonpos`, a cardinality count shows that a crossing subcluster must be the whole pair.

A triple increment is not constrained in this way. Take three fragments and let the energy be $0$ for the empty cluster and for single fragments, $-1$ for each pair and $-2$ for the trimer. Each pair increment is $-1$, and the triple increment is

$$D(\{0,1,2\})=-2-3\cdot(-1)=+1.$$

The inequality still holds. If one cluster contains the other, both sides are equal. The remaining cases are:

- **Two different single fragments:** $-1+0\le 0+0$.
- **A pair and the third fragment:** $-2+0\le -1+0$.
- **Two different pairs:** $-2+0\le -1-1$, with equality.

In the last case the crossing subclusters are the third pair and the trimer, whose increments $-1$ and $+1$ cancel. Cooperativity controls sums of crossing increments, and a repulsive triple term can be compensated by an attractive pair term.

The code stores these energies as integers in `trimerEnergy` and the proposed increments in `trimerIncrement`. The tactic `decide +kernel` checks the expansion and the inequality over all subclusters, and casts carry both to the reals. That the table really contains the recursively defined increments follows from `increment_unique`: if terms $d(U)$ reproduce every cluster energy as a sum over subclusters, then $d=D$. Its proof is by induction on the cluster. Once the terms agree on all proper subclusters of $U$, the two expansions of $E(U)$ leave only $d(U)=D(U)$.
